# Two different empty bosonic modes can be filled in either order

The theorem `fill_swap` says that if a vector `x` is annihilated by both `a i` and `a j`, with `i ≠ j`, then putting `p` quanta into mode `i` and `q` into mode `j` gives the same vector in either order: `(b i ^ p) ((b j ^ q) x) = (b j ^ q) ((b i ^ p) x)`. The operators act on a complex inner product space, each `b i` is adjoint to `a i` with `[a i, b i] = 1`, and `a i` commutes with `b j` for different modes; that the creators commute with each other is not assumed. The vector `x` need not be normalised, and for a unit `x` both sides have norm √(p! q!), so dividing by this gives the normalised state. The proof takes the difference of the two sides, shows that `a i ^ p` and `a j ^ q` each send it to zero, and then moves the creators across the inner product of the difference with itself to show that this vanishes.

In Lean, a first try:

```lean
import Mathlib

open scoped InnerProductSpace

namespace MultimodeFockStates

noncomputable section

variable {ι E : Type*} [NormedAddCommGroup E] [InnerProductSpace ℂ E]

/-- Independent bosonic modes: `b i` is adjoint to `a i`, each pair obeys `[a, b] = 1`,
and `a i` commutes with `b j` for different modes. -/
structure BosonModes (a b : ι → Module.End ℂ E) : Prop where
  adjoint : ∀ i x y, ⟪b i x, y⟫_ℂ = ⟪x, a i y⟫_ℂ
  ccr_same : ∀ i, a i * b i - b i * a i = 1
  ccr_diff : ∀ i j, i ≠ j → a i * b j - b j * a i = 0

variable {a b : ι → Module.End ℂ E}

/-- Removing one quantum from `k + 1` quanta in an otherwise empty mode gives
the factor `k + 1`. -/
theorem annihilate_pow (h : BosonModes a b) {i : ι} {x : E} (hx : a i x = 0) (k : ℕ) :
    a i ((b i ^ (k + 1)) x) = ((k : ℂ) + 1) • (b i ^ k) x := by
  have key : ∀ y, a i (b i y) = b i (a i y) + y := fun y => by
    have := LinearMap.congr_fun (h.ccr_same i) y
    simp only [LinearMap.sub_apply, Module.End.mul_apply, Module.End.one_apply] at this
    exact sub_eq_iff_eq_add'.mp this
  induction k with
  | zero => simp [key, hx]
  | succ k ih =>
    rw [pow_succ' (b i) (k + 1), Module.End.mul_apply, key, ih, map_smul,
      ← Module.End.mul_apply, ← pow_succ']
    push_cast
    module

/-- Powers of the annihilator of one mode pass through powers of the creator of another. -/
theorem different_modes_commute (h : BosonModes a b) {i j : ι} (hij : i ≠ j)
    (p q : ℕ) (x : E) : (a i ^ p) ((b j ^ q) x) = (b j ^ q) ((a i ^ p) x) := by
  have hc : Commute (a i) (b j) := sub_eq_zero.mp (h.ccr_diff i j hij)
  exact LinearMap.congr_fun (hc.pow_pow p q).eq x

/-- Creating `p` quanta in an empty mode and removing them all gives the factor `p!`. -/
theorem annihilate_all (h : BosonModes a b) {i : ι} {x : E} (hx : a i x = 0) (p : ℕ) :
    (a i ^ p) ((b i ^ p) x) = (Nat.factorial p : ℂ) • x := by
  induction p with
  | zero => simp
  | succ p ih =>
    rw [pow_succ (a i) p, Module.End.mul_apply, annihilate_pow h hx, map_smul, ih,
      smul_smul, Nat.factorial_succ]
    push_cast
    rfl

/-- Two different empty modes can be filled in either order, although the creation
operators are not assumed to commute. -/
theorem fill_swap (h : BosonModes a b) {i j : ι} (hij : i ≠ j) {x : E}
    (hi : a i x = 0) (hj : a j x = 0) (p q : ℕ) :
    (b i ^ p) ((b j ^ q) x) = (b j ^ q) ((b i ^ p) x) := by
  have hadj : ∀ (k : ι) (r : ℕ) (u v : E), ⟪(b k ^ r) u, v⟫_ℂ = ⟪u, (a k ^ r) v⟫_ℂ := by
    intro k r
    induction r with
    | zero => intro u v; simp
    | succ r ih =>
      intro u v
      rw [pow_succ (b k) r, pow_succ' (a k) r, Module.End.mul_apply, Module.End.mul_apply,
        ih, h.adjoint]
  have empty : ∀ {k l : ι}, k ≠ l → a k x = 0 → ∀ r, a k ((b l ^ r) x) = 0 := by
    intro k l hkl hk r
    have hc := different_modes_commute h hkl 1 r x
    rw [pow_one, hk, map_zero] at hc
    exact hc
  -- the difference of the two orderings is killed by both powers of annihilators
  have h1 : (a i ^ p) ((b i ^ p) ((b j ^ q) x) - (b j ^ q) ((b i ^ p) x)) = 0 := by
    rw [map_sub, annihilate_all h (empty hij hi q), different_modes_commute h hij,
      annihilate_all h hi, map_smul, sub_self]
  have h2 : (a j ^ q) ((b i ^ p) ((b j ^ q) x) - (b j ^ q) ((b i ^ p) x)) = 0 := by
    rw [map_sub, annihilate_all h (empty hij.symm hj p),
      different_modes_commute h hij.symm, annihilate_all h hj, map_smul, sub_self]
  rw [← sub_eq_zero, ← inner_self_eq_zero (𝕜 := ℂ), inner_sub_left, hadj, hadj, h1, h2]
  simp

end

end MultimodeFockStates
```

The compiler's answer:

```
Main.lean:78:84: error: Tactic `rewrite` failed: Did not find an occurrence of the pattern
  (a j ^ q) ((b i ^ p) ((b j ^ q) x) - (b j ^ q) ((b i ^ p) x))
in the target expression
  ⟪x, (a j ^ q) 0⟫_ℂ - ⟪(b j ^ q) ((b i ^ p) x), (b i ^ p) ((b j ^ q) x) - (b j ^ q) ((b i ^ p) x)⟫_ℂ = 0

ι : Type u_1
E : Type u_2
inst✝¹ : NormedAddCommGroup E
inst✝ : InnerProductSpace ℂ E
a b : ι → Module.End ℂ E
h : BosonModes a b
i j : ι
hij : i ≠ j
x : E
hi : (a i) x = 0
hj : (a j) x = 0
p q : ℕ
hadj : ∀ (k : ι) (r : ℕ) (u v : E), ⟪(b k ^ r) u, v⟫_ℂ = ⟪u, (a k ^ r) v⟫_ℂ
empty : ∀ {k l : ι}, k ≠ l → (a k) x = 0 → ∀ (r : ℕ), (a k) ((b l ^ r) x) = 0
h1 : (a i ^ p) ((b i ^ p) ((b j ^ q) x) - (b j ^ q) ((b i ^ p) x)) = 0
h2 : (a j ^ q) ((b i ^ p) ((b j ^ q) x) - (b j ^ q) ((b i ^ p) x)) = 0
⊢ ⟪x, (a j ^ q) 0⟫_ℂ - ⟪(b j ^ q) ((b i ^ p) x), (b i ^ p) ((b j ^ q) x) - (b j ^ q) ((b i ^ p) x)⟫_ℂ = 0
```

After these edits no error is left:

```diff
@@ -76,6 +76,7 @@
     rw [map_sub, annihilate_all h (empty hij.symm hj p),
       different_modes_commute h hij.symm, annihilate_all h hj, map_smul, sub_self]
-  rw [← sub_eq_zero, ← inner_self_eq_zero (𝕜 := ℂ), inner_sub_left, hadj, hadj, h1, h2]
-  simp
+  rw [← sub_eq_zero, ← inner_self_eq_zero (𝕜 := ℂ), inner_sub_left,
+    hadj i p ((b j ^ q) x), hadj j q ((b i ^ p) x), h1, h2, inner_zero_right,
+    inner_zero_right, sub_zero]
 
 end
```

Diagnosis. The error says that `rw` could not find the left side of `h2`, which is `a j ^ q` applied to the difference. After `inner_sub_left` the goal has two inner products, and each should have its outer creator moved across once. But `hadj` was given without arguments, so `rw` took the first match each time. The first use moved `b i ^ p` across in the first inner product, which left `(b j ^ q) x` on its left side. That fits `hadj` again, so the second use worked on the same inner product and never reached the second one. `h1` then turned the inner part into `0`, leaving the `(a j ^ q) 0` seen in the message, and `h2` had nothing to rewrite.

The repair names the mode, the power and the vector in each use of `hadj`, so that each acts on its own inner product. `h1` and `h2` then both apply, and each inner product has `0` on the right. Replacing the final `simp` with `inner_zero_right`, twice, and `sub_zero` is mere tidying.
